# Up to scale, SU(2) preserves one bilinear spinor pairing, the singlet

A two-component code that stores the spin part of a $180^\circ$ rotation about $z$ as the Pauli matrix $\sigma_z$, instead of $e^{-i\pi\sigma_z/2}=-i\sigma_z$, still has a unitary matrix, so every norm check passes. But $\det\sigma_z=-1$, and the singlet amplitude $u_0v_1-u_1v_0$ of two spinors $u,v\in\mathbb C^2$ changes sign when both are rotated.

## The identities

Let $\sigma_x,\sigma_y,\sigma_z$ be the Pauli matrices with $(\sigma_y)_{01}=-i$, $(\sigma_y)_{10}=i$, indices running over $0,1$, and let $\bar U$ be the entrywise conjugate of a $2\times2$ matrix $U$.

1. For unitary $U$: $\sigma_y\bar U\sigma_y=U$ if and only if $\det U=1$.
2. If a complex $2\times2$ matrix $B$ satisfies $U^TBU=B$ for $U=i\sigma_x$ and $U=i\sigma_z$, then $B=c\,\sigma_y$ for some $c\in\mathbb C$.
3. The pairing $u^TBv$ is unchanged under $u,v\mapsto Uu,Uv$ for all $U\in SU(2)$ if and only if it is a constant times $s(u,v)=u_0v_1-u_1v_0$.

## Use in a code

Kramers partners are built by time reversal, $Tv=-i\sigma_y\bar v$. Since $TUv=-i\sigma_y\bar U\bar v$ and $UTv=-iU\sigma_y\bar v$, identity 1 says that a unitary $U$ satisfies $TU=UT$ exactly when $\det U=1$. A code can then rotate one spinor of a pair and obtain the other from $T$; this concerns the spin-$\tfrac12$ factor alone, without the spatial part. A check that $U$ is unitary and that $\det U$ is close to $1$ belongs where the symmetry matrices are built. For statement 3, $s(u,v)/\sqrt2$ is the overlap of $u\otimes v$ with the normalised singlet state.

As an instance take $U=\tfrac15\begin{pmatrix}3&4i\\4i&3\end{pmatrix}=\tfrac15(3+4i\sigma_x)$, with $\det U=(9+16)/25=1$. Then $\bar U=\tfrac15(3-4i\sigma_x)$, and $\sigma_y\sigma_x\sigma_y=-\sigma_x$ returns $U$. For $u=(1,0)$, $v=(0,1)$ the images are $\tfrac15(3,4i)$ and $\tfrac15(4i,3)$. The singlet pairing stays at $(9+16)/25=1$, while the symmetric pairing $u^T\sigma_xv=u_0v_1+u_1v_0$ goes from $1$ to $(9-16)/25=-7/25$.

## Derivation and proof

For any $2\times2$ matrix $M$,
$$(M^T\sigma_yM)_{jk}=-i\,(M_{0j}M_{1k}-M_{1j}M_{0k}),$$
which is $0$ for $j=k$, $-i\det M$ at $(0,1)$ and $i\det M$ at $(1,0)$. Hence $M^T\sigma_yM=\det M\,\sigma_y$. In `transpose_mul_sigmaY_mul` the four entries are closed by `ring`.

For unitary $U$, transposing $UU^\dagger=1$ gives $\bar UU^T=1$. With $\sigma_y^2=1$ (`sigmaY_mul_self`),
$$U=\sigma_y(\bar UU^T)\sigma_yU=\sigma_y\bar U\,(U^T\sigma_yU)=\det U\;\sigma_y\bar U\sigma_y ,$$
which is the `calc` chain in `unitary_eq_det_smul`. If $\det U=1$, identity 1 follows. Conversely, $\sigma_y\bar U\sigma_y=U$ gives $U=\det U\cdot U$; multiplying by $U^\dagger$ and reading entry $(0,0)$ gives $\det U=1$. This is `conj_sigmaY_iff_det_eq_one`, and `su2_conj_sigmaY` is its restriction to SU(2).

For statement 2, $(i\sigma_z)^TB(i\sigma_z)=-\sigma_zB\sigma_z$ has diagonal $-B_{00},-B_{11}$, so invariance forces $B_{00}=B_{11}=0$. Entry $(0,1)$ of $-\sigma_xB\sigma_x$ is $-B_{10}$, so $B_{01}=-B_{10}$, and $B=c\,\sigma_y$ with $c=-iB_{10}$. The proof of `eq_smul_sigmaY_of_invariant` extracts these three entries as `e00`, `e11`, `e01` and solves each by `linear_combination`, with `Complex.I_mul_I` supplying $i^2=-1$. Both matrices lie in SU(2) (`generators_mem_su2`), and $U^T(c\sigma_y)U=c\det U\,\sigma_y$, so `invariant_su2_iff` holds: invariance under all of SU(2) is equivalent to $B=c\,\sigma_y$. If $B$ is also symmetric, then $ci=-ci$ and $B=0$ (`eq_zero_of_symm_of_invariant`). Both test matrices are needed: `one_generator_not_enough` shows that $\sigma_x$ is invariant under $i\sigma_z$ and $\sigma_z$ under $i\sigma_x$, and that neither is a multiple of $\sigma_y$.

For statement 3, $(Uu)^TB(Uv)=u^T(U^TBU)v$ (`key`), and basis spinors read off the matrix entries (`entry`), so `pairing_invariant_iff` equates invariance of the pairing with $U^TBU=B$. In `su2_invariant_pairing_iff_singlet` the forward direction expands $u^T(c\sigma_y)v=-ic\,s(u,v)$. The reverse direction uses $s(Uu,Uv)=\det U\,s(u,v)$ directly, in the last `linear_combination`.

```lean
import Mathlib

open Matrix
open Complex (I)

namespace SpinorInvariantPairing

noncomputable section

/-- Complex 2 × 2 matrices, the operators on a two-component spinor. -/
abbrev SpinMatrix := Matrix (Fin 2) (Fin 2) ℂ

/-- The Pauli matrix `σ_x`. -/
def sigmaX : SpinMatrix := !![0, 1; 1, 0]

/-- The Pauli matrix `σ_y`. -/
def sigmaY : SpinMatrix := !![0, -I; I, 0]

/-- The Pauli matrix `σ_z`. -/
def sigmaZ : SpinMatrix := !![1, 0; 0, -1]

/-- The entrywise complex conjugate of a matrix. -/
def conjMatrix (U : SpinMatrix) : SpinMatrix := U.map star

/-- The matrix `B` is invariant under `U` when `Uᵀ B U = B`. -/
def IsInvariantUnder (B U : SpinMatrix) : Prop := Uᵀ * B * U = B

/-- The bilinear pairing `uᵀ B v` of two spinors defined by the matrix `B`. -/
def pairing (B : SpinMatrix) (u v : Fin 2 → ℂ) : ℂ := u ⬝ᵥ (B *ᵥ v)

/-- The antisymmetric singlet pairing `u₀ v₁ - u₁ v₀` of two spinors. -/
def singlet (u v : Fin 2 → ℂ) : ℂ := u 0 * v 1 - u 1 * v 0

/-- The square of `σ_y` is the identity. -/
theorem sigmaY_mul_self : sigmaY * sigmaY = 1 := by
  ext i j
  simp only [Matrix.mul_apply, Fin.sum_univ_two]
  fin_cases i <;> fin_cases j <;> simp [sigmaY]

/-- Every 2 × 2 matrix `M` satisfies `Mᵀ σ_y M = (det M) σ_y`. -/
theorem transpose_mul_sigmaY_mul (M : SpinMatrix) : Mᵀ * sigmaY * M = M.det • sigmaY := by
  obtain ⟨y00, y01, y10, y11⟩ :
      sigmaY 0 0 = 0 ∧ sigmaY 0 1 = -I ∧ sigmaY 1 0 = I ∧ sigmaY 1 1 = 0 := by
    simp [sigmaY]
  refine Matrix.ext ?_
  simp only [Fin.forall_fin_two, Matrix.mul_apply, Fin.sum_univ_two, Matrix.transpose_apply,
    Matrix.smul_apply, smul_eq_mul, Matrix.det_fin_two, y00, y01, y10, y11]
  refine ⟨⟨?_, ?_⟩, ?_, ?_⟩ <;> ring

/-- Every unitary 2 × 2 matrix satisfies `U = (det U) σ_y conj(U) σ_y`. -/
theorem unitary_eq_det_smul (U : SpinMatrix) (hU : U ∈ Matrix.unitaryGroup (Fin 2) ℂ) :
    U = U.det • (sigmaY * conjMatrix U * sigmaY) := by
  have h1 : U * star U = 1 := Matrix.mem_unitaryGroup_iff.mp hU
  -- the transpose of `U U† = 1` is `conj(U) Uᵀ = 1`
  have h2 : conjMatrix U * Uᵀ = 1 := by
    have hc : conjMatrix U = (star U)ᵀ := by
      ext i j
      rfl
    rw [hc, ← Matrix.transpose_mul, h1, Matrix.transpose_one]
  calc U = sigmaY * (conjMatrix U * Uᵀ) * sigmaY * U := by
        rw [h2, Matrix.mul_one, sigmaY_mul_self, Matrix.one_mul]
    _ = sigmaY * conjMatrix U * (Uᵀ * sigmaY * U) := by
        simp only [Matrix.mul_assoc]
    _ = U.det • (sigmaY * conjMatrix U * sigmaY) := by
        rw [transpose_mul_sigmaY_mul, Matrix.mul_smul]

/-- A unitary 2 × 2 matrix satisfies `σ_y conj(U) σ_y = U` exactly when its determinant
is one. -/
theorem conj_sigmaY_iff_det_eq_one (U : SpinMatrix) (hU : U ∈ Matrix.unitaryGroup (Fin 2) ℂ) :
    sigmaY * conjMatrix U * sigmaY = U ↔ U.det = 1 := by
  have hdet := unitary_eq_det_smul U hU
  constructor
  · intro h
    have h1 : U * star U = 1 := Matrix.mem_unitaryGroup_iff.mp hU
    rw [h] at hdet
    -- multiply `U = (det U) U` by `U†` and read off a diagonal entry
    have h2 : U * star U = (U.det • U) * star U := congrArg (fun A => A * star U) hdet
    rw [Matrix.smul_mul, h1] at h2
    have h3 : (1 : ℂ) = U.det := by simpa using congrFun (congrFun h2 0) 0
    exact h3.symm
  · intro hd
    rw [hd, one_smul] at hdet
    exact hdet.symm

/-- Every `U` in SU(2) satisfies `σ_y conj(U) σ_y = U`. -/
theorem su2_conj_sigmaY (U : SpinMatrix) (hU : U ∈ Matrix.specialUnitaryGroup (Fin 2) ℂ) :
    sigmaY * conjMatrix U * sigmaY = U := by
  obtain ⟨h1, h2⟩ := Matrix.mem_specialUnitaryGroup_iff.mp hU
  exact (conj_sigmaY_iff_det_eq_one U h1).mpr h2

/-- The matrices `i σ_x` and `i σ_z` belong to SU(2). -/
theorem generators_mem_su2 :
    I • sigmaX ∈ Matrix.specialUnitaryGroup (Fin 2) ℂ ∧
      I • sigmaZ ∈ Matrix.specialUnitaryGroup (Fin 2) ℂ := by
  refine ⟨Matrix.mem_specialUnitaryGroup_iff.mpr ⟨Matrix.mem_unitaryGroup_iff.mpr ?_, ?_⟩,
    Matrix.mem_specialUnitaryGroup_iff.mpr ⟨Matrix.mem_unitaryGroup_iff.mpr ?_, ?_⟩⟩
  · ext i j
    simp only [Matrix.mul_apply, Fin.sum_univ_two, Matrix.star_apply, Matrix.smul_apply]
    fin_cases i <;> fin_cases j <;> simp [sigmaX]
  · rw [Matrix.det_fin_two]
    simp [sigmaX]
  · ext i j
    simp only [Matrix.mul_apply, Fin.sum_univ_two, Matrix.star_apply, Matrix.smul_apply]
    fin_cases i <;> fin_cases j <;> simp [sigmaZ]
  · rw [Matrix.det_fin_two]
    simp [sigmaZ]

/-- A matrix invariant under both `i σ_x` and `i σ_z` is a complex multiple of `σ_y`. -/
theorem eq_smul_sigmaY_of_invariant (B : SpinMatrix)
    (hx : IsInvariantUnder B (I • sigmaX)) (hz : IsInvariantUnder B (I • sigmaZ)) :
    ∃ c : ℂ, B = c • sigmaY := by
  obtain ⟨x00, x01, x10, x11⟩ :
      sigmaX 0 0 = 0 ∧ sigmaX 0 1 = 1 ∧ sigmaX 1 0 = 1 ∧ sigmaX 1 1 = 0 := by
    simp [sigmaX]
  obtain ⟨y00, y01, y10, y11⟩ :
      sigmaY 0 0 = 0 ∧ sigmaY 0 1 = -I ∧ sigmaY 1 0 = I ∧ sigmaY 1 1 = 0 := by
    simp [sigmaY]
  obtain ⟨z00, z01, z10, z11⟩ :
      sigmaZ 0 0 = 1 ∧ sigmaZ 0 1 = 0 ∧ sigmaZ 1 0 = 0 ∧ sigmaZ 1 1 = -1 := by
    simp [sigmaZ]
  unfold IsInvariantUnder at hx hz
  have e00 := congrFun (congrFun hz 0) 0
  have e11 := congrFun (congrFun hz 1) 1
  have e01 := congrFun (congrFun hx 0) 1
  simp only [Matrix.mul_apply, Fin.sum_univ_two, Matrix.transpose_apply, Matrix.smul_apply,
    smul_eq_mul, x00, x01, x10, x11, z00, z01, z10, z11] at e00 e11 e01
  -- `i σ_z` reverses the sign of the diagonal entries, so they vanish
  have h00 : B 0 0 = 0 := by
    linear_combination (-1 / 2) * e00 + (1 / 2) * B 0 0 * Complex.I_mul_I
  have h11 : B 1 1 = 0 := by
    linear_combination (-1 / 2) * e11 + (1 / 2) * B 1 1 * Complex.I_mul_I
  -- `i σ_x` exchanges the off-diagonal entries with a sign
  have h01 : B 0 1 = -B 1 0 := by
    linear_combination (-1) * e01 + B 1 0 * Complex.I_mul_I
  refine ⟨-I * B 1 0, Matrix.ext ?_⟩
  simp only [Fin.forall_fin_two, Matrix.smul_apply, smul_eq_mul, y00, y01, y10, y11]
  refine ⟨⟨?_, ?_⟩, ?_, ?_⟩
  · linear_combination h00
  · linear_combination h01 - B 1 0 * Complex.I_mul_I
  · linear_combination B 1 0 * Complex.I_mul_I
  · linear_combination h11

/-- A matrix is invariant under every element of SU(2) exactly when it is a complex multiple
of `σ_y`. -/
theorem invariant_su2_iff (B : SpinMatrix) :
    (∀ U ∈ Matrix.specialUnitaryGroup (Fin 2) ℂ, IsInvariantUnder B U) ↔
      ∃ c : ℂ, B = c • sigmaY := by
  constructor
  · intro h
    exact eq_smul_sigmaY_of_invariant B (h _ generators_mem_su2.1) (h _ generators_mem_su2.2)
  · rintro ⟨c, rfl⟩ U hU
    have hd : U.det = 1 := (Matrix.mem_specialUnitaryGroup_iff.mp hU).2
    unfold IsInvariantUnder
    rw [Matrix.mul_smul, Matrix.smul_mul, transpose_mul_sigmaY_mul, hd, one_smul]

/-- A symmetric matrix invariant under both `i σ_x` and `i σ_z` is zero. -/
theorem eq_zero_of_symm_of_invariant (B : SpinMatrix) (hs : Bᵀ = B)
    (hx : IsInvariantUnder B (I • sigmaX)) (hz : IsInvariantUnder B (I • sigmaZ)) :
    B = 0 := by
  obtain ⟨y01, y10⟩ : sigmaY 0 1 = -I ∧ sigmaY 1 0 = I := by
    simp [sigmaY]
  obtain ⟨c, hc⟩ := eq_smul_sigmaY_of_invariant B hx hz
  rw [hc] at hs
  have h := congrFun (congrFun hs 0) 1
  simp only [Matrix.transpose_apply, Matrix.smul_apply, smul_eq_mul, y01, y10] at h
  -- symmetry gives `c i = -c i`
  have hc0 : c = 0 := by linear_combination (-I / 2) * h + c * Complex.I_mul_I
  rw [hc, hc0, zero_smul]

/-- The matrix `σ_x` is invariant under `i σ_z` and `σ_z` is invariant under `i σ_x`, and
neither of them is a multiple of `σ_y`. -/
theorem one_generator_not_enough :
    (IsInvariantUnder sigmaX (I • sigmaZ) ∧ ¬ ∃ c : ℂ, sigmaX = c • sigmaY) ∧
      (IsInvariantUnder sigmaZ (I • sigmaX) ∧ ¬ ∃ c : ℂ, sigmaZ = c • sigmaY) := by
  refine ⟨⟨?_, ?_⟩, ?_, ?_⟩
  · unfold IsInvariantUnder
    ext i j
    simp only [Matrix.mul_apply, Fin.sum_univ_two, Matrix.transpose_apply, Matrix.smul_apply]
    fin_cases i <;> fin_cases j <;> simp [sigmaX, sigmaZ]
  · rintro ⟨c, h⟩
    have h01 : (1 : ℂ) = c * -I := by
      simpa [sigmaX, sigmaY] using congrFun (congrFun h 0) 1
    have h10 : (1 : ℂ) = c * I := by
      simpa [sigmaX, sigmaY] using congrFun (congrFun h 1) 0
    have h2 : (2 : ℂ) = 0 := by linear_combination h01 + h10
    norm_num at h2
  · unfold IsInvariantUnder
    ext i j
    simp only [Matrix.mul_apply, Fin.sum_univ_two, Matrix.transpose_apply, Matrix.smul_apply]
    fin_cases i <;> fin_cases j <;> simp [sigmaX, sigmaZ]
  · rintro ⟨c, h⟩
    have h00 := congrFun (congrFun h 0) 0
    simp [sigmaZ, sigmaY] at h00

/-- The pairing defined by `B` is unchanged when both spinors are transformed by `U` exactly
when `Uᵀ B U = B`. -/
theorem pairing_invariant_iff (B U : SpinMatrix) :
    (∀ u v : Fin 2 → ℂ, pairing B (U *ᵥ u) (U *ᵥ v) = pairing B u v) ↔
      IsInvariantUnder B U := by
  -- transforming the spinors transforms the matrix of the pairing
  have key : ∀ u v : Fin 2 → ℂ, pairing B (U *ᵥ u) (U *ᵥ v) = pairing (Uᵀ * B * U) u v := by
    intro u v
    simp only [pairing, dotProduct, Matrix.mulVec, Matrix.mul_apply, Fin.sum_univ_two,
      Matrix.transpose_apply]
    ring
  -- basis spinors read off the matrix entries
  have entry : ∀ (A : SpinMatrix) (i j : Fin 2),
      pairing A (Pi.single i 1) (Pi.single j 1) = A i j := by
    intro A i j
    simp only [pairing, dotProduct, Matrix.mulVec, Fin.sum_univ_two]
    fin_cases i <;> fin_cases j <;> simp
  unfold IsInvariantUnder
  constructor
  · intro h
    ext i j
    have hij := h (Pi.single i 1) (Pi.single j 1)
    rw [key, entry, entry] at hij
    exact hij
  · intro h u v
    rw [key, h]

/-- A bilinear pairing of two spinors is unchanged under every element of SU(2) exactly when
it is a constant multiple of the singlet pairing `u₀ v₁ - u₁ v₀`. -/
theorem su2_invariant_pairing_iff_singlet (B : SpinMatrix) :
    (∀ U ∈ Matrix.specialUnitaryGroup (Fin 2) ℂ, ∀ u v : Fin 2 → ℂ,
        pairing B (U *ᵥ u) (U *ᵥ v) = pairing B u v) ↔
      ∃ c : ℂ, ∀ u v : Fin 2 → ℂ, pairing B u v = c * singlet u v := by
  constructor
  · intro h
    obtain ⟨y00, y01, y10, y11⟩ :
        sigmaY 0 0 = 0 ∧ sigmaY 0 1 = -I ∧ sigmaY 1 0 = I ∧ sigmaY 1 1 = 0 := by
      simp [sigmaY]
    obtain ⟨c, hc⟩ := (invariant_su2_iff B).mp
      (fun U hU => (pairing_invariant_iff B U).mp (h U hU))
    refine ⟨-I * c, fun u v => ?_⟩
    rw [hc]
    simp only [pairing, singlet, dotProduct, Matrix.mulVec, Fin.sum_univ_two,
      Matrix.smul_apply, smul_eq_mul, y00, y01, y10, y11]
    ring
  · rintro ⟨c, hc⟩ U hU u v
    have hd : U.det = 1 := (Matrix.mem_specialUnitaryGroup_iff.mp hU).2
    rw [Matrix.det_fin_two] at hd
    rw [hc, hc]
    -- the singlet pairing is multiplied by `det U`
    simp only [singlet, dotProduct, Matrix.mulVec, Fin.sum_univ_two]
    linear_combination c * (u 0 * v 1 - u 1 * v 0) * hd

end

end SpinorInvariantPairing
```

```lean
#print axioms SpinorInvariantPairing.su2_conj_sigmaY
#print axioms SpinorInvariantPairing.eq_zero_of_symm_of_invariant
#print axioms SpinorInvariantPairing.one_generator_not_enough
#print axioms SpinorInvariantPairing.su2_invariant_pairing_iff_singlet
```

```
'SpinorInvariantPairing.su2_conj_sigmaY' depends on axioms: [propext, Classical.choice, Quot.sound]
'SpinorInvariantPairing.eq_zero_of_symm_of_invariant' depends on axioms: [propext, Classical.choice, Quot.sound]
'SpinorInvariantPairing.one_generator_not_enough' depends on axioms: [propext, Classical.choice, Quot.sound]
'SpinorInvariantPairing.su2_invariant_pairing_iff_singlet' depends on axioms: [propext, Classical.choice, Quot.sound]
```

## The statement and its limits

`SpinMatrix` is a complex $2\times2$ matrix and a spinor is a function `Fin 2 → ℂ`, not required to be normalised. U(2) and SU(2) are `Matrix.unitaryGroup (Fin 2) ℂ` and `Matrix.specialUnitaryGroup (Fin 2) ℂ`. `IsInvariantUnder B U` is `Uᵀ * B * U = B`, and `pairing B u v` is $u^TBv$, with no conjugate on either spinor. The final theorem reads: for every $B$, the pairing is preserved by every $U$ in SU(2) on all $u,v$ exactly when one complex constant $c$ makes it `c * singlet u v` for all $u,v$. The constant may be zero, so uniqueness is up to scale.

An easy mistake is to write $U^\dagger$ where the statement has $U^T$ or $\bar U$. The condition $U^\dagger BU=B$ belongs to the form $u^\dagger Bv$, and $B=1$ satisfies it for every unitary $U$, whereas $(i\sigma_z)^T(i\sigma_z)=-1$. In Lean, `star U` is the conjugate transpose and `conjMatrix U`, defined as `U.map star`, is the entrywise conjugate.

The theorems cover spin $\tfrac12$ in exact arithmetic. They give no bound on the error in identity 1 when $U$ is unitary only to rounding, and they say nothing about higher spin, orbital factors or a Hamiltonian. Despite the name `generators_mem_su2`, the products of $i\sigma_x$ and $i\sigma_z$ give only the eight matrices $\pm1,\pm i\sigma_x,\pm i\sigma_y,\pm i\sigma_z$, the double group of $D_2$. That identification, the reading of these matrices as rotations, the operator $T$ and the numerical instance were argued on paper and have no theorem in the file.
